# Downfolding a finite Hermitian Hamiltonian away from the outer spectrum gives the overlap $1+B(e-C)^{-2}B^\dagger$

## Weight lost with the eliminated orbitals

Eliminate some orbitals from an eigenvalue problem by expressing their coefficients through those of the retained orbitals, solve the smaller problem that remains, and scale its eigenvector to unit length. If the original eigenstate has any weight on the eliminated orbitals, the state now represented has norm greater than one. The weight on the retained orbitals is reported as one, which is too large. Eigenvectors at different energies, orthogonal in the full space, are in general no longer orthogonal after the elimination.

Both faults are cured by an overlap matrix on the retained orbitals that depends on the energies of the two states compared. Write the Hamiltonian in an orthonormal basis as

$$H=\begin{pmatrix}A&B\\B^\dagger&C\end{pmatrix},$$

where $A$ acts on the retained (inner) orbitals, $C$ on the eliminated (outer) ones, and $B$ couples them. A state is a pair $(x,y)$ of inner and outer coefficients.

## The downfolded equation and its norm

Let $e$ be a real energy that is not an eigenvalue of $C$, and let $R(e)=(e-C)^{-1}$. Then $H(x,y)=e(x,y)$ holds if and only if

$$y=R(e)B^\dagger x,\qquad \bigl(A+B\,R(e)\,B^\dagger\bigr)x=e\,x .$$

If $C$ is Hermitian, the squared norm of this state is $x^\dagger S(e,e)\,x$, where

$$S(e,e')=1+B\,R(e)R(e')\,B^\dagger .$$

The condition on $e$ means that the outer orbitals, with the coupling switched off, have no level at $e$. At such a level the outer response to a source either does not exist or is not unique, and a full eigenstate may have no inner part at all.

In a finite orthonormal basis, this bookkeeping applies when an electronic-structure model keeps some orbitals and eliminates others through the energy-dependent equation above. If the retained orbitals are themselves eigenstates of $H$, then $B=0$ and there is nothing to correct. The matrix $S(e,e)$ resembles an ultrasoft overlap, being the identity plus a term that restores missing norm. It depends on the energy, however, and comes from eliminated orbitals. The augmentation charges of an ultrasoft pseudopotential are not derived here.

## From two block rows to one overlap

The eigenproblem consists of two rows:

$$Ax+By=ex,\qquad Cy+B^\dagger x=ey .$$

The outer row reads $(e-C)y=B^\dagger x$. If $e-C$ were singular, some $v\neq0$ would satisfy $Cv=ev$, which is excluded. So $e-C$ is invertible and the outer row is equivalent to $y=R(e)B^\dagger x$. Putting this into the inner row gives the downfolded equation; putting it back recovers the inner row.

Nonzero solutions correspond as well. If $x=0$, then $y=R(e)B^\dagger 0=0$, so a nonzero full eigenvector has a nonzero inner part. Hence $e$ is an eigenvalue of $H$ exactly when it is an eigenvalue of the downfolded matrix taken at $e$.

Now let $C$ be Hermitian, and let $(x,y)$ and $(x',y')$ obey their outer rows at energies $e$ and $e'$, neither an eigenvalue of $C$. Since $e$ is real, $R(e)^\dagger=R(e)$, and therefore $y^\dagger=x^\dagger B\,R(e)$. It follows that

$$x^\dagger x'+y^\dagger y'=x^\dagger x'+x^\dagger B\,R(e)R(e')B^\dagger x'=x^\dagger S(e,e')x' .$$

For two equal states this becomes $x^\dagger S(e,e)x=x^\dagger x+y^\dagger y\ge x^\dagger x$. Equality means $y=0$, and by $(e-C)y=B^\dagger x$ this is the same as $B^\dagger x=0$.

Finally, let $A$ be Hermitian too, so that $H$ is Hermitian. For full eigenvectors $v=(x,y)$ at $e$ and $v'=(x',y')$ at $e'\neq e$,

$$e\,v^\dagger v'=(Hv)^\dagger v'=v^\dagger(Hv')=e'\,v^\dagger v' .$$

Thus $(e-e')\,v^\dagger v'=0$, so $v^\dagger v'=0$, which in terms of the inner parts is $x^\dagger S(e,e')x'=0$.

## Two orbitals with numbers

Take $A=0$, $B=2$, $C=3$. The eigenvalues of $H$ solve $e^2-3e-4=0$, so they are $4$ and $-1$.

- At $e=4$, $R=1$ and the downfolded matrix is $2\cdot1\cdot2=4$, as required. The overlap is $S=1+4=5$, so $x=1/\sqrt5$ and $y=2x=2/\sqrt5$.
- At $e=-1$, $R=-1/4$ and the downfolded matrix is $-1$. The overlap is $S=1+4/16=5/4$, so $x=2/\sqrt5$ and $y=-x/2=-1/\sqrt5$.

Between the two energies, $S(4,-1)=1+2\cdot1\cdot(-1/4)\cdot2=0$. The two inner parts are plain numbers and cannot be orthogonal in the bare product, yet they are orthogonal in this overlap. Setting $x=1$ at $e=4$ would give a full state of squared norm $5$.

## Solving and normalising in a program

Because the downfolded matrix depends on $e$, a program can vary a trial energy until one of the eigenvalues of the matrix equals it. It then solves the linear system $(e-C)y=B^\dagger x$, without forming the inverse, and divides $x$ and $y$ by $\sqrt{x^\dagger x+y^\dagger y}$.

To treat several states at once, one may expand the downfolded matrix to first order about a fixed $e_0$, provided their energies lie much closer to $e_0$ than any eigenvalue of $C$ does. With $R'(e)=-R(e)^2$, this gives the approximate generalised eigenproblem

$$\bigl(A+B\,R(e_0)B^\dagger-e_0\bigr)x=(e-e_0)\,S(e_0,e_0)\,x .$$

The theorems below concern the equation at $e$ itself, not this expansion.

## The physics in Lean's terms

The finite types `m` and `n` label the inner and outer orbitals. `blockH A B C` is $H$, `Sum.elim x y` is the stacked state $(x,y)$, and `Bᴴ` is $B^\dagger$. The product `star x ⬝ᵥ x'` is $x^\dagger x'$, conjugate-linear on the left, so orthonormality of the basis is built in.

`NotEigenvalue C e` says that $Cy=ey$ forces $y=0$. The definitions `resolvent`, `effH` and `overlap` are $R(e)$, the downfolded matrix and $S(e,e')$. Energies are real numbers, converted to complex ones where they multiply vectors.

The main theorem, `normalised_downfolding`, reads: for Hermitian $C$ and $e$ not an eigenvalue of $C$, the pair $(x,y)$ is an eigenvector of $H$ at $e$ with unit norm if and only if $y=R(e)B^\dagger x$, $x$ solves the downfolded equation, and $x^\dagger S(e,e)x=1$. It does not require $A$ to be Hermitian. The equivalence without normalisation, `downfold_iff`, needs neither block to be Hermitian. Only `overlap_orthogonal` assumes it of both.

Infinite bases, non-orthogonal orbitals and complex energies are not covered, and neither are energies at which $C$ has an eigenvalue.

```lean
import Mathlib

open Matrix
open scoped ComplexOrder

namespace DownfoldingOverlap

noncomputable section

variable {m n : Type*} [Fintype m] [Fintype n] [DecidableEq n]

/-- The full Hamiltonian with inner block `A`, outer block `C` and coupling `B`. -/
def blockH (A : Matrix m m ℂ) (B : Matrix m n ℂ) (C : Matrix n n ℂ) :
    Matrix (m ⊕ n) (m ⊕ n) ℂ :=
  fromBlocks A B Bᴴ C

/-- The real energy `e` is not an eigenvalue of `C`. -/
def NotEigenvalue (C : Matrix n n ℂ) (e : ℝ) : Prop :=
  ∀ y : n → ℂ, C *ᵥ y = (e : ℂ) • y → y = 0

/-- The resolvent `(e - C)⁻¹` of the outer block, meant for `e` not an eigenvalue of `C`. -/
def resolvent (C : Matrix n n ℂ) (e : ℝ) : Matrix n n ℂ :=
  ((e : ℂ) • (1 : Matrix n n ℂ) - C)⁻¹

/-- The downfolded Hamiltonian `A + B (e - C)⁻¹ Bᴴ`, meant for `e` not an eigenvalue of `C`. -/
def effH (A : Matrix m m ℂ) (B : Matrix m n ℂ) (C : Matrix n n ℂ) (e : ℝ) : Matrix m m ℂ :=
  A + B * resolvent C e * Bᴴ

/-- The overlap `1 + B (e - C)⁻¹ (e' - C)⁻¹ Bᴴ` between energies `e` and `e'`, meant for Hermitian
`C`, with `e` and `e'` not eigenvalues of `C`. -/
def overlap [DecidableEq m] (B : Matrix m n ℂ) (C : Matrix n n ℂ) (e e' : ℝ) : Matrix m m ℂ :=
  1 + B * (resolvent C e * resolvent C e') * Bᴴ

omit [DecidableEq n] in
/-- The eigenproblem of the full Hamiltonian is the pair of its inner and outer block rows. -/
theorem eigen_rows (A : Matrix m m ℂ) (B : Matrix m n ℂ) (C : Matrix n n ℂ) (e : ℝ)
    (x : m → ℂ) (y : n → ℂ) :
    blockH A B C *ᵥ Sum.elim x y = (e : ℂ) • Sum.elim x y ↔
      A *ᵥ x + B *ᵥ y = (e : ℂ) • x ∧ C *ᵥ y + Bᴴ *ᵥ x = (e : ℂ) • y := by
  rw [blockH, fromBlocks_mulVec, Sum.elim_comp_inl, Sum.elim_comp_inr, add_comm (C *ᵥ y)]
  constructor
  · intro h
    exact ⟨funext fun i => congrFun h (Sum.inl i), funext fun j => congrFun h (Sum.inr j)⟩
  · rintro ⟨h1, h2⟩
    funext k
    cases k with
    | inl i => exact congrFun h1 i
    | inr j => exact congrFun h2 j

/-- If `e` is not an eigenvalue of `C`, the outer equation with source `u` has the unique
solution `y = (e - C)⁻¹ u`. -/
theorem solve_outer {C : Matrix n n ℂ} {e : ℝ} (he : NotEigenvalue C e) (u y : n → ℂ) :
    C *ᵥ y + u = (e : ℂ) • y ↔ y = resolvent C e *ᵥ u := by
  have key : ∀ v : n → ℂ,
      ((e : ℂ) • (1 : Matrix n n ℂ) - C) *ᵥ v = (e : ℂ) • v - C *ᵥ v := by
    intro v
    rw [Matrix.sub_mulVec, Matrix.smul_mulVec, Matrix.one_mulVec]
  -- a singular `e - C` would have a null vector, an eigenvector of `C` at `e`
  have hu : IsUnit ((e : ℂ) • (1 : Matrix n n ℂ) - C).det := by
    rw [isUnit_iff_ne_zero]
    intro h0
    obtain ⟨v, hv, h⟩ := Matrix.exists_mulVec_eq_zero_iff.mpr h0
    rw [key, sub_eq_zero] at h
    exact hv (he v h.symm)
  constructor
  · intro h
    have h2 : ((e : ℂ) • (1 : Matrix n n ℂ) - C) *ᵥ y = u := by
      rw [key, ← h, add_sub_cancel_left]
    rw [← h2, resolvent, Matrix.mulVec_mulVec, Matrix.nonsing_inv_mul _ hu, Matrix.one_mulVec]
  · intro h
    have h2 : ((e : ℂ) • (1 : Matrix n n ℂ) - C) *ᵥ y = u := by
      rw [h, resolvent, Matrix.mulVec_mulVec, Matrix.mul_nonsing_inv _ hu, Matrix.one_mulVec]
    rw [key] at h2
    rw [← h2]
    abel

/-- If `e` is not an eigenvalue of `C`, then `(x, y)` solves the full eigenproblem at `e` exactly
when `y = (e - C)⁻¹ Bᴴ x` and `x` solves the downfolded eigenproblem at `e`. -/
theorem downfold_iff (A : Matrix m m ℂ) (B : Matrix m n ℂ) {C : Matrix n n ℂ} {e : ℝ}
    (he : NotEigenvalue C e) (x : m → ℂ) (y : n → ℂ) :
    blockH A B C *ᵥ Sum.elim x y = (e : ℂ) • Sum.elim x y ↔
      y = resolvent C e *ᵥ (Bᴴ *ᵥ x) ∧ effH A B C e *ᵥ x = (e : ℂ) • x := by
  have eff : effH A B C e *ᵥ x = A *ᵥ x + B *ᵥ (resolvent C e *ᵥ (Bᴴ *ᵥ x)) := by
    simp only [effH, Matrix.add_mulVec, Matrix.mulVec_mulVec, Matrix.mul_assoc]
  rw [eigen_rows, solve_outer he]
  constructor
  · rintro ⟨h1, h2⟩
    refine ⟨h2, ?_⟩
    rw [eff, ← h2]
    exact h1
  · rintro ⟨h2, h1⟩
    refine ⟨?_, h2⟩
    rw [eff, ← h2] at h1
    exact h1

/-- If `e` is not an eigenvalue of `C`, it is an eigenvalue of the full Hamiltonian exactly when
it is an eigenvalue of the downfolded Hamiltonian taken at `e`. -/
theorem eigenvalue_iff (A : Matrix m m ℂ) (B : Matrix m n ℂ) {C : Matrix n n ℂ} {e : ℝ}
    (he : NotEigenvalue C e) :
    (∃ v, v ≠ 0 ∧ blockH A B C *ᵥ v = (e : ℂ) • v) ↔
      ∃ x, x ≠ 0 ∧ effH A B C e *ᵥ x = (e : ℂ) • x := by
  constructor
  · rintro ⟨v, hv, h⟩
    have hs : Sum.elim (v ∘ Sum.inl) (v ∘ Sum.inr) = v := Sum.elim_comp_inl_inr v
    rw [← hs] at h
    obtain ⟨hy, hx⟩ := (downfold_iff A B he _ _).mp h
    refine ⟨v ∘ Sum.inl, fun h0 => hv ?_, hx⟩
    -- a vanishing inner part forces a vanishing outer part
    rw [h0, Matrix.mulVec_zero, Matrix.mulVec_zero] at hy
    funext k
    cases k with
    | inl i => exact congrFun h0 i
    | inr j => exact congrFun hy j
  · rintro ⟨x, hx, h⟩
    refine ⟨_, fun h0 => hx ?_, (downfold_iff A B he x _).mpr ⟨rfl, h⟩⟩
    exact funext fun i => congrFun h0 (Sum.inl i)

variable [DecidableEq m]

/-- For Hermitian `C` and energies that are not eigenvalues of `C`, the inner product of two
states obeying their outer equations is the overlap form of their inner parts. -/
theorem inner_eq_overlap (B : Matrix m n ℂ) {C : Matrix n n ℂ} (hC : C.IsHermitian)
    {e e' : ℝ} (he : NotEigenvalue C e) (he' : NotEigenvalue C e')
    {x x' : m → ℂ} {y y' : n → ℂ} (h : C *ᵥ y + Bᴴ *ᵥ x = (e : ℂ) • y)
    (h' : C *ᵥ y' + Bᴴ *ᵥ x' = (e' : ℂ) • y') :
    star (Sum.elim x y) ⬝ᵥ Sum.elim x' y' = star x ⬝ᵥ (overlap B C e e' *ᵥ x') := by
  have hR : (resolvent C e)ᴴ = resolvent C e := by
    rw [resolvent, Matrix.conjTranspose_nonsing_inv, Matrix.conjTranspose_sub,
      Matrix.conjTranspose_smul, Matrix.conjTranspose_one, hC.eq, Complex.star_def,
      Complex.conj_ofReal]
  have hsum : star (Sum.elim x y) ⬝ᵥ Sum.elim x' y' = star x ⬝ᵥ x' + star y ⬝ᵥ y' := by
    simp [dotProduct, Fintype.sum_sum_type]
  -- move the resolvent and the coupling from the left state to the right one
  have hy : star y ⬝ᵥ y' = star x ⬝ᵥ ((B * resolvent C e) *ᵥ y') := by
    rw [(solve_outer he _ _).mp h, Matrix.mulVec_mulVec, Matrix.star_mulVec,
      Matrix.conjTranspose_mul, Matrix.conjTranspose_conjTranspose, hR,
      ← Matrix.dotProduct_mulVec]
  rw [hsum, hy, (solve_outer he' _ _).mp h']
  simp only [overlap, Matrix.add_mulVec, Matrix.one_mulVec, dotProduct_add,
    Matrix.mulVec_mulVec, Matrix.mul_assoc]

/-- For Hermitian `C` and `e` not an eigenvalue of `C`, normalised solutions of the full
eigenproblem at `e` are exactly the downfolded solutions normalised with the overlap
`1 + B (e - C)⁻² Bᴴ`, completed by `y = (e - C)⁻¹ Bᴴ x`. -/
theorem normalised_downfolding (A : Matrix m m ℂ) (B : Matrix m n ℂ) {C : Matrix n n ℂ}
    (hC : C.IsHermitian) {e : ℝ} (he : NotEigenvalue C e) (x : m → ℂ) (y : n → ℂ) :
    (blockH A B C *ᵥ Sum.elim x y = (e : ℂ) • Sum.elim x y ∧
        star (Sum.elim x y) ⬝ᵥ Sum.elim x y = 1) ↔
      (y = resolvent C e *ᵥ (Bᴴ *ᵥ x) ∧ effH A B C e *ᵥ x = (e : ℂ) • x ∧
        star x ⬝ᵥ (overlap B C e e *ᵥ x) = 1) := by
  rw [downfold_iff A B he, and_assoc]
  refine and_congr_right fun hy => ?_
  have h := (solve_outer he _ _).mpr hy
  rw [inner_eq_overlap B hC he he h h]

/-- For Hermitian `C` and `e` not an eigenvalue of `C`, the overlap form is at least the bare
squared norm of `x`, with equality exactly when `Bᴴ x = 0`. -/
theorem norm_le_overlap (B : Matrix m n ℂ) {C : Matrix n n ℂ} (hC : C.IsHermitian)
    {e : ℝ} (he : NotEigenvalue C e) (x : m → ℂ) :
    star x ⬝ᵥ x ≤ star x ⬝ᵥ (overlap B C e e *ᵥ x) ∧
      (star x ⬝ᵥ (overlap B C e e *ᵥ x) = star x ⬝ᵥ x ↔ Bᴴ *ᵥ x = 0) := by
  obtain ⟨y, hy⟩ : ∃ y, y = resolvent C e *ᵥ (Bᴴ *ᵥ x) := ⟨_, rfl⟩
  have h := (solve_outer he _ _).mpr hy
  -- the excess over the bare norm is the squared norm of the outer part
  have hsum : star (Sum.elim x y) ⬝ᵥ Sum.elim x y = star x ⬝ᵥ x + star y ⬝ᵥ y := by
    simp [dotProduct, Fintype.sum_sum_type]
  rw [← inner_eq_overlap B hC he he h h, hsum]
  refine ⟨le_add_of_nonneg_right (dotProduct_star_self_nonneg y), ?_⟩
  rw [add_eq_left, dotProduct_star_self_eq_zero]
  constructor
  · intro h0
    rw [h0, Matrix.mulVec_zero, smul_zero, zero_add] at h
    exact h
  · intro h0
    rw [hy, h0, Matrix.mulVec_zero]

/-- For Hermitian `A` and `C`, downfolded solutions at two different energies, neither an
eigenvalue of `C`, are orthogonal in the overlap between these energies. -/
theorem overlap_orthogonal {A : Matrix m m ℂ} (B : Matrix m n ℂ) {C : Matrix n n ℂ}
    (hA : A.IsHermitian) (hC : C.IsHermitian) {e e' : ℝ} (hne : e ≠ e')
    (he : NotEigenvalue C e) (he' : NotEigenvalue C e') {x x' : m → ℂ}
    (hx : effH A B C e *ᵥ x = (e : ℂ) • x) (hx' : effH A B C e' *ᵥ x' = (e' : ℂ) • x') :
    star x ⬝ᵥ (overlap B C e e' *ᵥ x') = 0 := by
  have hv := (downfold_iff A B he x _).mpr ⟨rfl, hx⟩
  have hv' := (downfold_iff A B he' x' _).mpr ⟨rfl, hx'⟩
  rw [← inner_eq_overlap B hC he he' ((eigen_rows A B C e _ _).mp hv).2
    ((eigen_rows A B C e' _ _).mp hv').2]
  have hH : (blockH A B C)ᴴ = blockH A B C := by
    rw [blockH, Matrix.fromBlocks_conjTranspose, hA.eq, hC.eq,
      Matrix.conjTranspose_conjTranspose]
  -- let the full Hamiltonian act to the left and to the right
  have key : ∀ v v' : m ⊕ n → ℂ,
      star (blockH A B C *ᵥ v) ⬝ᵥ v' = star v ⬝ᵥ (blockH A B C *ᵥ v') := by
    intro v v'
    rw [Matrix.star_mulVec, hH, ← Matrix.dotProduct_mulVec]
  have h := key (Sum.elim x (resolvent C e *ᵥ (Bᴴ *ᵥ x)))
    (Sum.elim x' (resolvent C e' *ᵥ (Bᴴ *ᵥ x')))
  rw [hv, hv', star_smul, smul_dotProduct, dotProduct_smul, Complex.star_def,
    Complex.conj_ofReal, smul_eq_mul, smul_eq_mul] at h
  have hne' : (e : ℂ) - (e' : ℂ) ≠ 0 := sub_ne_zero.mpr (fun h0 => hne (Complex.ofReal_injective h0))
  refine (mul_eq_zero.mp ?_).resolve_left hne'
  rw [sub_mul, h, sub_self]

end

end DownfoldingOverlap
```

```lean
#print axioms DownfoldingOverlap.eigenvalue_iff
#print axioms DownfoldingOverlap.normalised_downfolding
#print axioms DownfoldingOverlap.norm_le_overlap
#print axioms DownfoldingOverlap.overlap_orthogonal
```

```
'DownfoldingOverlap.eigenvalue_iff' depends on axioms: [propext, Classical.choice, Quot.sound]
'DownfoldingOverlap.normalised_downfolding' depends on axioms: [propext, Classical.choice, Quot.sound]
'DownfoldingOverlap.norm_le_overlap' depends on axioms: [propext, Classical.choice, Quot.sound]
'DownfoldingOverlap.overlap_orthogonal' depends on axioms: [propext, Classical.choice, Quot.sound]
```

## How the lemmas carry the derivation

`eigen_rows` splits the eigenproblem into its two rows by comparing the inner and outer components of the stacked vectors.

`solve_outer` treats the outer row with a general source `u`. Its step `hu` is the invertibility argument: a zero determinant yields a null vector of $e-C$, which `he` rules out. The two directions then multiply by the inverse and by $e-C$.

`downfold_iff` rewrites with these two lemmas. Its local identity `eff` expands the downfolded matrix acting on $x$, after which the substitution for $y$ runs in both directions. `eigenvalue_iff` adds the check that a vanishing inner part forces a vanishing outer part.

`inner_eq_overlap` computes the inner product. The step `hR` shows that the resolvent is Hermitian, `hsum` splits the product into inner and outer sums, and `hy` moves $B\,R(e)$ from the left state to the right one. Besides a Hermitian $C$ and energies that are not eigenvalues of $C$, it assumes only the outer rows, so the formula also holds for states that are not eigenvectors of $H$.

`normalised_downfolding` combines the two strands. After `downfold_iff`, both sides share the equation for $y$; `solve_outer` turns it back into the outer row, and `inner_eq_overlap` replaces the full norm by the overlap form.

`norm_le_overlap` introduces the outer part $y$ belonging to $x$ and identifies the excess norm as $y^\dagger y$. The inequality is stated between complex numbers, whose order requires equal imaginary parts; here both sides are real.

`overlap_orthogonal` rebuilds the two full eigenvectors with `downfold_iff`. The step `key` lets the Hermitian $H$ act on either side of the product, and the last lines cancel the nonzero factor $e-e'$.
